# Dolan–Grady relations for two Majorana bilinears on a ring

The Majorana operators are elements of an arbitrary algebra that obey the anticommutation relations; they are not matrices on a chosen Fock space. Whatever follows from the relations then holds in every representation. Hermiticity is never used, so it is not assumed.

In the code, `R` is the algebra and `ι` the set of sites. At first `R` is only a ring; complex scalars enter with the first factor of $i$.

```lean
import Mathlib

namespace MajoranaDolanGrady

variable {ι R : Type*} [Ring R]
```

Each site $j$ carries two operators $x_j$ and $y_j$. The normalisation is $x_j^2=y_j^2=1$, so the anticommutator of an operator with itself is 2. The field `xy_anti` has no condition $j\neq k$, because $x_j$ and $y_j$ are different operators even on the same site.

```lean
/-- Two Majorana operators `x j`, `y j` on every site `j`: each squares to one,
and any two different ones anticommute. -/
structure IsMajorana (x y : ι → R) : Prop where
  x_sq : ∀ j, x j * x j = 1
  y_sq : ∀ j, y j * y j = 1
  x_anti : ∀ j k, j ≠ k → x j * x k = -(x k * x j)
  y_anti : ∀ j k, j ≠ k → y j * y k = -(y k * y j)
  xy_anti : ∀ j k, x j * y k = -(y k * x j)
```

## (a) Exchanging the two species

**Task.** Show that if $(x,y)$ is a Majorana family, then so is $(y,x)$.

**Solution.** The squares and the relations within each species only trade places. For the mixed relation, start from $x_k y_j=-y_j x_k$ and change the sign on both sides: $y_j x_k=-x_k y_j$.

```lean
/-- Exchanging the two Majorana species gives a Majorana family again. -/
theorem IsMajorana.swap {x y : ι → R} (h : IsMajorana x y) : IsMajorana y x :=
  ⟨h.y_sq, h.x_sq, h.y_anti, h.x_anti, fun j k => by rw [h.xy_anti k j, neg_neg]⟩
```

## (b) Pairing across a permutation

**Task.** Let $\sigma$ be a permutation of the sites. Show that $x'_j=y_j$, $y'_j=x_{\sigma(j)}$ is a Majorana family.

**Solution.** All squares are still 1, and the mixed relation holds for any two sites by (a). Only the relation among the $y'_j$ needs care: if $j\neq k$, then $\sigma(j)\neq\sigma(k)$ because $\sigma$ is injective, so $x_{\sigma(j)}$ and $x_{\sigma(k)}$ anticommute. This is where `σ.injective` enters.

```lean
/-- Duality: pairing each `y j` with the operator `x (σ j)` of a permuted site
gives a Majorana family again. -/
theorem IsMajorana.dual {x y : ι → R} (h : IsMajorana x y) (σ : Equiv.Perm ι) :
    IsMajorana y (fun j => x (σ j)) :=
  ⟨h.y_sq, fun j => h.x_sq (σ j), h.y_anti,
    fun j k hjk => h.x_anti (σ j) (σ k) (fun e => hjk (σ.injective e)),
    fun j k => h.swap.xy_anti j (σ k)⟩
```

From here on the set of sites is finite and `R` is an algebra over $\mathbb C$. For two lists of operators $u$ and $v$, `pairing u v` is $\sum_j i\,u_jv_j$.

```lean
variable [Fintype ι] [Algebra ℂ R]

/-- The quadratic operator `∑ i u_j v_j` that couples `u j` to `v j` on every site. -/
noncomputable def pairing (u v : ι → R) : R := ∑ j, Complex.I • (u j * v j)
```

Write $A=\sum_j i\,x_jy_j$, which is `pairing x y`. The bracket `⁅a, b⁆` is the commutator $ab-ba$.

## (c) The commutator of A with x

**Task.** Show that $[A,x_k]=-2i\,y_k$.

**Solution.** For $j\neq k$, moving $x_k$ through $x_jy_j$ gives two minus signs, so this term commutes with $x_k$. The term $j=k$ gives
$$x_ky_kx_k-x_kx_ky_k=-y_k-y_k=-2y_k,$$
and the prefactor $i$ completes the result. In the proof, `Finset.sum_eq_single k` isolates site $k$; the two products on that site are `e1` and `e2`.

```lean
/-- For a Majorana family, the commutator with `A = ∑ i x_j y_j` turns `x k` into `-2i y k`. -/
theorem IsMajorana.lie_x {x y : ι → R} (h : IsMajorana x y) (k : ι) :
    ⁅pairing x y, x k⁆ = (-2 * Complex.I) • y k := by
  rw [Ring.lie_def, pairing, Finset.sum_mul, Finset.mul_sum, ← Finset.sum_sub_distrib,
    Finset.sum_eq_single k]
  · -- the site k itself
    have P := h.xy_anti k k
    have S := h.x_sq k
    have e1 : x k * y k * x k = -y k := by
      rw [P, neg_mul, mul_assoc, S, mul_one]
    have e2 : x k * (x k * y k) = y k := by
      rw [← mul_assoc, S, one_mul]
    rw [smul_mul_assoc, mul_smul_comm, e1, e2]
    module
  · -- a pair on another site commutes with x k
    intro j _ hjk
    have e : x j * y j * x k = x k * (x j * y j) := by
      rw [mul_assoc, h.swap.xy_anti j k, mul_neg, ← mul_assoc, h.x_anti j k hjk,
        neg_mul, neg_neg, mul_assoc]
    rw [smul_mul_assoc, mul_smul_comm, e, sub_self]
  · intro hk
    exact absurd (Finset.mem_univ k) hk
```

## (d) The commutator of A with y

**Task.** Show that $[A,y_k]=2i\,x_k$.

**Solution.** Since $x_jy_j=-y_jx_j$, we have $A=-\sum_j i\,y_jx_j$. By (a), part (c) applies to the exchanged family and gives $[\sum_j i\,y_jx_j,\,y_k]=-2i\,x_k$. The overall minus sign turns this into $2i\,x_k$.

```lean
/-- For a Majorana family, the commutator with `A = ∑ i x_j y_j` turns `y k` into `2i x k`. -/
theorem IsMajorana.lie_y {x y : ι → R} (h : IsMajorana x y) (k : ι) :
    ⁅pairing x y, y k⁆ = (2 * Complex.I) • x k := by
  have e : pairing x y = -pairing y x := by
    unfold pairing
    rw [← Finset.sum_neg_distrib]
    exact Finset.sum_congr rfl fun j _ => by rw [h.xy_anti j j, smul_neg]
  have q := h.swap.lie_x k
  rw [Ring.lie_def] at q
  rw [e, Ring.lie_def, neg_mul, mul_neg]
  linear_combination (norm := module) (-1 : ℂ) • q
```

## (e) Three commutators with a single bilinear

**Task.** Show that for all sites $j,k$, equal or not,
$$[A,[A,[A,y_jx_k]]]=16\,[A,y_jx_k].$$

**Solution.** The Leibniz rule $[A,bc]=[A,b]c+b[A,c]$ with (c) and (d) gives
$$[A,y_jx_k]=2i\,x_jx_k-2i\,y_jy_k=2i\,D,\qquad D=x_jx_k-y_jy_k,$$
$$[A,x_jy_k]=-2i\,y_jy_k+2i\,x_jx_k=2i\,D.$$
With $S=y_jx_k+x_jy_k$ it follows that $[A,S]=4i\,D$. In the other direction,
$$[A,D]=-2i(y_jx_k+x_jy_k)-2i(x_jy_k+y_jx_k)=-4i\,S.$$
Therefore $[A,[A,D]]=(-4i)(4i)D=16D$, and multiplication by $2i$ gives the claim. The steps `h1`, `h2` and `h3` are the commutators of $y_jx_k$, $x_jy_k$ and $D$; the last line of the proof uses $i^2=-1$.

The number 16 has a direct meaning when the Majoranas are Hermitian. With $c_j=(x_j+iy_j)/2$ and $n_j=c_j^\dagger c_j$, one finds $A=\sum_j(2n_j-1)$. A bilinear changes the particle number by 0 or $\pm2$, hence $A$ by 0 or $\pm4$, and $4^2=16$.

```lean
/-- For a Majorana family and every pair of sites, the triple commutator of `A = ∑ i x_j y_j` with
`y j * x k` is sixteen times the single commutator. -/
theorem IsMajorana.triple_lie {x y : ι → R} (h : IsMajorana x y) (j k : ι) :
    ⁅pairing x y, ⁅pairing x y, ⁅pairing x y, y j * x k⁆⁆⁆
      = (16 : ℂ) • ⁅pairing x y, y j * x k⁆ := by
  have leibniz : ∀ a b c : R, ⁅a, b * c⁆ = ⁅a, b⁆ * c + b * ⁅a, c⁆ := by
    intro a b c
    simp only [Ring.lie_def]
    noncomm_ring
  have ladd : ∀ a b c : R, ⁅a, b + c⁆ = ⁅a, b⁆ + ⁅a, c⁆ := by
    intro a b c
    simp only [Ring.lie_def]
    noncomm_ring
  have lsub : ∀ a b c : R, ⁅a, b - c⁆ = ⁅a, b⁆ - ⁅a, c⁆ := by
    intro a b c
    simp only [Ring.lie_def]
    noncomm_ring
  have lsmul : ∀ (a : R) (t : ℂ) (b : R), ⁅a, t • b⁆ = t • ⁅a, b⁆ := by
    intro a t b
    simp only [Ring.lie_def, mul_smul_comm, smul_mul_assoc, smul_sub]
  -- y x and x y have the same commutator with A
  have h1 : ⁅pairing x y, y j * x k⁆ = (2 * Complex.I) • (x j * x k - y j * y k) := by
    simp only [leibniz, h.lie_x, h.lie_y, smul_mul_assoc, mul_smul_comm]
    module
  have h2 : ⁅pairing x y, x j * y k⁆ = (2 * Complex.I) • (x j * x k - y j * y k) := by
    simp only [leibniz, h.lie_x, h.lie_y, smul_mul_assoc, mul_smul_comm]
    module
  -- a further commutator leads back to their sum
  have h3 : ⁅pairing x y, x j * x k - y j * y k⁆
      = (-4 * Complex.I) • (y j * x k + x j * y k) := by
    simp only [lsub, leibniz, h.lie_x, h.lie_y, smul_mul_assoc, mul_smul_comm]
    module
  rw [h1, lsmul, h3, lsmul, lsmul, ladd, h1, h2]
  generalize x j * x k - y j * y k = D
  match_scalars
  linear_combination (-32 * Complex.I) * Complex.I_sq
```

## (f) The first relation, for any map of the sites

**Task.** Let $f$ be any map of the set of sites to itself, and $B=\sum_j i\,y_jx_{f(j)}$. Show that
$$[A,[A,[A,B]]]=16\,[A,B].$$

**Solution.** Both sides are linear in $B$. Apply (e) with $k=f(j)$ to each term, multiply by $i$ and sum over $j$. The auxiliary statement `hs` carries the commutator through the sum.

```lean
/-- First Dolan-Grady relation for `A = ∑ i x_j y_j` and `B = ∑ i y_j x_(f j)`, where `x`, `y` are a
Majorana family and `f` is any map of the finite set of sites to itself. -/
theorem IsMajorana.dolan_grady_map {x y : ι → R} (h : IsMajorana x y) (f : ι → ι) :
    ⁅pairing x y, ⁅pairing x y, ⁅pairing x y, pairing y (fun j => x (f j))⁆⁆⁆
      = (16 : ℂ) • ⁅pairing x y, pairing y (fun j => x (f j))⁆ := by
  have hs : ∀ g : ι → R, ⁅pairing x y, ∑ j, Complex.I • g j⁆
      = ∑ j, Complex.I • ⁅pairing x y, g j⁆ := by
    intro g
    simp only [Ring.lie_def, Finset.mul_sum, Finset.sum_mul, mul_smul_comm,
      smul_mul_assoc, smul_sub, Finset.sum_sub_distrib]
  have hB : pairing y (fun j => x (f j)) = ∑ j, Complex.I • (y j * x (f j)) := rfl
  rw [hB]
  simp only [hs, h.triple_lie, Finset.smul_sum]
  exact Finset.sum_congr rfl fun j _ => smul_comm _ _ _
```

## (g) Both relations, for a permutation

**Task.** Let $f=\sigma$ be a permutation, so that $B=\sum_j i\,y_jx_{\sigma(j)}$. Show that, besides the relation in (f),
$$[B,[B,[B,A]]]=16\,[B,A].$$

**Solution.** Take the family $x'_j=y_j$, $y'_j=x_{\sigma(j)}$ from (b). Its on-site bilinear is
$$\sum_j i\,x'_jy'_j=\sum_j i\,y_jx_{\sigma(j)}=B,$$
and its $\sigma$-shifted bilinear is
$$\sum_j i\,y'_jx'_{\sigma(j)}=\sum_j i\,x_{\sigma(j)}y_{\sigma(j)}=A,$$
because $\sigma$ only reorders the terms. Part (f) for the primed family is the required relation. The reordering is the step `e`.

```lean
/-- Both Dolan-Grady relations for `A = ∑ i x_j y_j` and `B = ∑ i y_j x_(σ j)`, where `x`, `y` are a
Majorana family and `σ` is any permutation of the finite set of sites. -/
theorem IsMajorana.dolan_grady_perm {x y : ι → R} (h : IsMajorana x y)
    (σ : Equiv.Perm ι) :
    let A := pairing x y
    let B := pairing y (fun j => x (σ j))
    ⁅A, ⁅A, ⁅A, B⁆⁆⁆ = (16 : ℂ) • ⁅A, B⁆ ∧ ⁅B, ⁅B, ⁅B, A⁆⁆⁆ = (16 : ℂ) • ⁅B, A⁆ := by
  refine ⟨h.dolan_grady_map σ, ?_⟩
  -- in the dual family A and B exchange their roles, up to relabelling the sites
  have e : pairing (fun j => x (σ j)) (fun j => y (σ j)) = pairing x y :=
    Equiv.sum_comp σ (fun j => Complex.I • (x j * y j))
  have d := (h.dual σ).dolan_grady_map σ
  rw [e] at d
  exact d
```

The second relation can fail if $\sigma$ is replaced by a map that is not injective. Take two sites and send both to site 0, so that $B=i(y_0+y_1)x_0$. Then $B^2=2$, and expanding the triple commutator gives
$$[B,[B,[B,A]]]=4B^2[B,A]=8\,[B,A].$$
Here $[B,A]=2(x_1x_0-y_1y_0)$. This is nonzero in any nonzero algebra, since $x_1x_0$ commutes with $y_0$ while $y_1y_0$ anticommutes with it. The factor is 8, not 16. Not every such map breaks the relation: if four sites are all sent to site 0, then $B^2=4$ and the factor is 16 again.

## (h) The ring of M sites

**Task.** Let the sites be $j\in\mathbb Z/M$ with $M\geq1$, and $B=\sum_j i\,y_jx_{j+1}$. Show that
$$[A,[A,[A,B]]]=16[A,B],\qquad [B,[B,[B,A]]]=16[B,A].$$

**Solution.** The shift $j\mapsto j+1$ is a permutation of the ring, so (g) applies. In Lean it is `Equiv.addRight 1`, and `NeZero M` excludes $M=0$, for which `ZMod M` would be the infinite set of integers.

For $M=1$ we have $B=-A$, and for $M=2$ the terms of $[A,B]$ cancel in pairs. Both relations then read $0=0$; they acquire content at $M=3$.

```lean
/-- Dolan-Grady relations on a ring of `M` sites, `M` nonzero, for
`A = ∑ i x_j y_j` and `B = ∑ i y_j x_(j+1)` built from Majorana operators. -/
theorem dolan_grady {M : ℕ} [NeZero M] {x y : ZMod M → R} (h : IsMajorana x y) :
    let A := pairing x y
    let B := pairing y (fun j => x (j + 1))
    ⁅A, ⁅A, ⁅A, B⁆⁆⁆ = (16 : ℂ) • ⁅A, B⁆ ∧ ⁅B, ⁅B, ⁅B, A⁆⁆⁆ = (16 : ℂ) • ⁅B, A⁆ :=
  h.dolan_grady_perm (Equiv.addRight 1)
```

The same argument covers an antiperiodic ring, where the bond that closes the ring has the opposite sign. Put signs $\varepsilon_j=\pm1$ into $B=\sum_j i\,\varepsilon_j\,y_jx_{j+1}$. The first relation survives by linearity. For the second, use the family $y_j,\ \varepsilon_jx_{j+1}$, in which $A$ is again a sum of bilinears of the type treated in (e).

## (i) A conserved charge

**Task.** Let $H=A+kB$ on the ring, with $k\in\mathbb C$. Show that
$$Q=16B-[A,[A,B]]+k\bigl(16A-[B,[B,A]]\bigr)$$
satisfies $[H,Q]=0$.

**Solution.** Sort $[H,Q]$ by powers of $k$. The constant term is $16[A,B]-[A,[A,[A,B]]]=0$, and the $k^2$ term is $16[B,A]-[B,[B,[B,A]]]=0$, both by (h). Since $[A,A]=[B,B]=0$, the linear term is
$$-[A,[B,[B,A]]]-[B,[A,[A,B]]].$$
With $C=[A,B]$ this equals $[A,[B,C]]-[B,[A,C]]$, which by the Jacobi identity is $[[A,B],C]=[C,C]=0$. In the proof this cancellation is `J`, while `left` and `right` expand the bracket.

For Hermitian Majoranas and real $k$, $H$ is the free-fermion form of the transverse-field Ising ring, restricted to the parity sector with periodic fermions; $k$ is the ratio of spin coupling to field. The theorem gives one commuting operator and does not say that it is independent of $H$. The recursion that builds further charges from a Dolan–Grady pair is not carried out.

```lean
/-- For a Majorana family on the ring of `M` sites, `M` nonzero, with `A = ∑ i x_j y_j` and
`B = ∑ i y_j x_(j+1)`, the Hamiltonian `A + k B` commutes with
`16 B - [A,[A,B]] + k (16 A - [B,[B,A]])` for every complex coupling `k`. -/
theorem conserved_charge {M : ℕ} [NeZero M] {x y : ZMod M → R} (h : IsMajorana x y)
    (k : ℂ) :
    let A := pairing x y
    let B := pairing y (fun j => x (j + 1))
    ⁅A + k • B, (16 : ℂ) • B - ⁅A, ⁅A, B⁆⁆ + k • ((16 : ℂ) • A - ⁅B, ⁅B, A⁆⁆)⁆ = 0 := by
  intro A B
  obtain ⟨h1, h2⟩ : ⁅A, ⁅A, ⁅A, B⁆⁆⁆ = (16 : ℂ) • ⁅A, B⁆ ∧
      ⁅B, ⁅B, ⁅B, A⁆⁆⁆ = (16 : ℂ) • ⁅B, A⁆ := dolan_grady h
  -- the terms linear in k cancel by the Jacobi identity
  have J : ⁅A, ⁅B, ⁅B, A⁆⁆⁆ + ⁅B, ⁅A, ⁅A, B⁆⁆⁆ = 0 := by
    simp only [Ring.lie_def]
    noncomm_ring
  have left : ∀ a b c : R, ⁅a + k • b, c⁆ = ⁅a, c⁆ + k • ⁅b, c⁆ := by
    intro a b c
    simp only [Ring.lie_def, add_mul, mul_add, mul_smul_comm, smul_mul_assoc]
    module
  have right : ∀ (a b c d e : R) (s : ℂ), ⁅a, s • b - c + k • (s • d - e)⁆
      = s • ⁅a, b⁆ - ⁅a, c⁆ + k • (s • ⁅a, d⁆ - ⁅a, e⁆) := by
    intro a b c d e s
    simp only [Ring.lie_def, add_mul, mul_add, sub_mul, mul_sub, mul_smul_comm,
      smul_mul_assoc]
    module
  have self : ∀ a : R, ⁅a, a⁆ = 0 := fun a => by rw [Ring.lie_def, sub_self]
  rw [left, right, right, h1, h2, self A, self B]
  linear_combination (norm := module) (-k) • J
```

## (j) A two-site family of matrices

**Task.** Let $u=\begin{pmatrix}0&i\\i&0\end{pmatrix}$ and $v=\begin{pmatrix}i&0\\0&-i\end{pmatrix}$. Show that the $4\times4$ matrices
$$x_0=\begin{pmatrix}0&1\\1&0\end{pmatrix},\quad x_1=\begin{pmatrix}0&u\\-u&0\end{pmatrix},\quad y_0=\begin{pmatrix}1&0\\0&-1\end{pmatrix},\quad y_1=\begin{pmatrix}0&v\\-v&0\end{pmatrix},$$
written in $2\times2$ blocks, form a Majorana family.

**Solution.** Direct multiplication gives $u^2=v^2=-1$ and $uv=-vu$. Then $x_1^2$ has diagonal blocks $-u^2=1$, and $y_1^2$ has $-v^2=1$; the squares of $x_0$ and $y_0$ are plainly 1. The products $x_1y_1$ and $y_1x_1$ have diagonal blocks $-uv$ and $-vu$, which are opposite. In the other five pairs the signs of the blocks alone give anticommutation; for example, $x_0x_1$ has diagonal blocks $-u,\,u$ and $x_1x_0$ has $u,\,-u$.

The proof follows this route: after `hu`, `hv` and `huv`, the entries of $u$ and $v$ are forgotten and only block products remain. The matrices show that the relations in `IsMajorana` have a concrete solution on two sites.

```lean
/-- Four explicit 4×4 matrices, written in 2×2 blocks, are a Majorana family on
two sites. -/
theorem isMajorana_witness :
    let u : Matrix (Fin 2) (Fin 2) ℂ := !![0, Complex.I; Complex.I, 0]
    let v : Matrix (Fin 2) (Fin 2) ℂ := !![Complex.I, 0; 0, -Complex.I]
    IsMajorana (R := Matrix (Fin 2 ⊕ Fin 2) (Fin 2 ⊕ Fin 2) ℂ)
      ![Matrix.fromBlocks 0 1 1 0, Matrix.fromBlocks 0 u (-u) 0]
      ![Matrix.fromBlocks 1 0 0 (-1), Matrix.fromBlocks 0 v (-v) 0] := by
  intro u v
  have hu : u * u = -1 := by
    ext a b
    fin_cases a <;> fin_cases b <;> simp [u, Matrix.mul_apply, Fin.sum_univ_two]
  have hv : v * v = -1 := by
    ext a b
    fin_cases a <;> fin_cases b <;> simp [v, Matrix.mul_apply, Fin.sum_univ_two]
  have huv : u * v = -(v * u) := by
    ext a b
    fin_cases a <;> fin_cases b <;> simp [u, v, Matrix.mul_apply, Fin.sum_univ_two]
  -- only these three relations between the blocks are needed
  clear_value u v
  constructor
  · intro j
    fin_cases j <;> simp [Matrix.fromBlocks_multiply, hu]
  · intro j
    fin_cases j <;> simp [Matrix.fromBlocks_multiply, hv]
  · intro j k hjk
    fin_cases j <;> fin_cases k <;>
      simp [Matrix.fromBlocks_multiply, Matrix.fromBlocks_neg] at hjk ⊢
  · intro j k hjk
    fin_cases j <;> fin_cases k <;>
      simp [Matrix.fromBlocks_multiply, Matrix.fromBlocks_neg] at hjk ⊢
  · intro j k
    fin_cases j <;> fin_cases k <;>
      simp [Matrix.fromBlocks_multiply, Matrix.fromBlocks_neg, huv]

end MajoranaDolanGrady
```

```lean
#print axioms MajoranaDolanGrady.dolan_grady
#print axioms MajoranaDolanGrady.conserved_charge
```

```
'MajoranaDolanGrady.dolan_grady' depends on axioms: [propext, Classical.choice, Quot.sound]
'MajoranaDolanGrady.conserved_charge' depends on axioms: [propext, Classical.choice, Quot.sound]
```
